# For a Slater determinant, the charge variance of a set of orthonormal spin orbitals is the sum of |P_ij|² between the set and its surroundings

If I treat the orbital populations of a molecular fragment as independent, I can get the wrong charge fluctuation. Take one electron in the bonding combination of two orbitals. Each orbital has population 1/2, so its number variance is 1/2 · (1 − 1/2) = 1/4. Adding the two gives 1/2 for the pair, yet the pair always holds exactly one electron. Counting statistics gives the variance as the second derivative of a log determinant, but I can't see any bonds in that determinant. Is the variance of a fragment really just its bond order to everything else?

## Bonds inside the fragment cancel

Yes, for a single Slater determinant in orthonormal spin orbitals, if "bond order" means the sum of |P_ij|² over pairs with i in the fragment and j outside it. Here P is the one-particle density matrix, with P† = P and P² = P. For a closed shell, the Wiberg index uses the spin-summed matrix, which is twice the density matrix of one spin, and the index is twice the variance summed over both spins.

Let A be the fragment's set of orbitals, C the block of P on A, and N_A the number of electrons in A, whose variance is the charge variance in units of e². The operator exp(x N_A) multiplies the A components of every occupied orbital by eˣ. The overlap of the original Slater determinant with the changed one is a determinant over occupied orbitals, and det(1 + XY) = det(1 + YX) turns it into

⟨exp(x N_A)⟩ = det(1 + (eˣ − 1)C).

Its logarithm F(x) therefore has the mean of N_A as first derivative at x = 0 and the variance as second.

Since C is Hermitian, it is diagonal in its natural orbitals, with real eigenvalues λ_k, the occupations. Hence

det(1 + (eˣ − 1)C) = ∏_k (1 + (eˣ − 1)λ_k).

Every factor is 1 at x = 0 and so stays positive nearby. There the logarithm splits into a sum, and

F′(x) = ∑_k λ_k eˣ / (1 + (eˣ − 1)λ_k).

At x = 0 this is ∑_k λ_k = tr C. By the quotient rule, each term has derivative λ_k · 1 − λ_k · λ_k there, so

F″(0) = ∑_k (λ_k − λ_k²) = tr C − tr C².

Now return to the original orbitals. Because P is Hermitian, P_ij P_ji = |P_ij|², which gives

tr C² = ∑_{i∈A} ∑_{j∈A} |P_ij|².

The diagonal of P² = P, with j running over all orbitals, gives

P_ii = ∑_j |P_ij|².

Summing this over i in A gives tr C. Subtracting tr C² removes the terms with j in A:

F″(0) = ∑_{i∈A} ∑_{j∉A} |P_ij|².

In your example, the pair has no surroundings and its variance is 0. One orbital alone has variance |1/2|² = 1/4.

## Density matrix, block and second derivative in Lean

The main theorem is `charge_variance_eq_bond_order`. The finite type `n` labels all the orbitals, `P` is a complex matrix over them, and `A : Finset n` is the fragment. The hypotheses `hP` and `hPP` say that `P` is Hermitian and idempotent. Physically, they describe a single Slater determinant, with each natural orbital of the whole system full or empty. Writing idempotency as `P * P = P`, with no overlap matrix, presupposes that the orbitals are orthonormal.

`block P A` is C, `countingDet` is the determinant, and `cumulantGen` is F, defined as the real logarithm of the determinant's real part. For Hermitian C the determinant is real, so nothing is lost. The conclusion says that `deriv (cumulantGen (block P A))` has a derivative at 0, equal to the sum over `i ∈ A` and `j ∈ Aᶜ` of `‖P i j‖ ^ 2`.

The Lean code starts from the determinant. Its identification with ⟨exp(x N_A)⟩, argued above in words, is the step that connects the theorem to electrons.

```lean
import Mathlib

open Matrix Filter Topology

noncomputable section

namespace ChargeCountingStatistics

variable {m n : Type*} [Fintype m] [DecidableEq m] [Fintype n] [DecidableEq n]

/-- The counting determinant `det (1 + (exp x - 1) C)` with counting parameter `x`. -/
def countingDet (C : Matrix m m ℂ) (x : ℝ) : ℂ :=
  (1 + ((Real.exp x - 1 : ℝ) : ℂ) • C).det

/-- The cumulant generating function: the logarithm of the counting determinant,
meant for Hermitian `C` and for `x` where the determinant is positive. -/
def cumulantGen (C : Matrix m m ℂ) (x : ℝ) : ℝ :=
  Real.log (countingDet C x).re

/-- The block of a density matrix `P` on the set `A` of orbitals. -/
def block (P : Matrix n n ℂ) (A : Finset n) : Matrix A A ℂ :=
  P.submatrix (fun i => (i : n)) (fun i => (i : n))

/-- A Hermitian matrix is diagonal in an orthonormal basis of natural orbitals,
with its eigenvalues on the diagonal. -/
theorem natural_orbitals {C : Matrix m m ℂ} (hC : C.IsHermitian) :
    ∃ U : Matrix m m ℂ, star U * U = 1 ∧
      C = U * diagonal (fun k => (hC.eigenvalues k : ℂ)) * star U := by
  refine ⟨hC.eigenvectorUnitary,
    Matrix.mem_unitaryGroup_iff'.1 hC.eigenvectorUnitary.2, ?_⟩
  have h := hC.spectral_theorem
  rw [Unitary.conjStarAlgAut_apply] at h
  exact h

/-- For Hermitian `C` and real `t`, the determinant of `1 + t C` is a product of
one real factor for each natural orbital. -/
theorem det_eq_prod {C : Matrix m m ℂ} (hC : C.IsHermitian) (t : ℝ) :
    (1 + (t : ℂ) • C).det = ((∏ k, (1 + t * hC.eigenvalues k) : ℝ) : ℂ) := by
  obtain ⟨U, hU, h⟩ := natural_orbitals hC
  have hU' : U * star U = 1 := mul_eq_one_comm.1 hU
  have hd : diagonal (fun k => ((1 + t * hC.eigenvalues k : ℝ) : ℂ)) =
      1 + (t : ℂ) • diagonal (fun k => (hC.eigenvalues k : ℂ)) := by
    ext i j
    by_cases hij : i = j
    · subst hij
      simp
    · simp [hij]
  have key : 1 + (t : ℂ) • C =
      U * diagonal (fun k => ((1 + t * hC.eigenvalues k : ℝ) : ℂ)) * star U := by
    rw [hd, mul_add, add_mul, mul_one, hU', mul_smul_comm, smul_mul_assoc, ← h]
  rw [key, det_mul, det_mul, mul_right_comm, ← det_mul, hU', det_one, one_mul,
    det_diagonal, Complex.ofReal_prod]

/-- For Hermitian `C`, the trace of `C²` is the sum of the squared eigenvalues. -/
theorem trace_sq {C : Matrix m m ℂ} (hC : C.IsHermitian) :
    (C * C).trace = ((∑ k, hC.eigenvalues k ^ 2 : ℝ) : ℂ) := by
  obtain ⟨U, hU, h⟩ := natural_orbitals hC
  set D := diagonal (fun k => (hC.eigenvalues k : ℂ)) with hD
  have hCC : C * C = U * (D * D) * star U := by
    calc C * C = (U * D * star U) * (U * D * star U) := by rw [← h]
      _ = U * D * (star U * U) * D * star U := by simp only [mul_assoc]
      _ = U * (D * D) * star U := by rw [hU]; simp only [mul_one, mul_assoc]
  rw [hCC, trace_mul_comm, ← mul_assoc, hU, one_mul, hD, diagonal_mul_diagonal,
    trace_diagonal, Complex.ofReal_sum]
  refine Finset.sum_congr rfl fun k _ => ?_
  rw [Complex.ofReal_pow, sq]

/-- For Hermitian `C` and all `x` near zero, the cumulant generating function is
differentiable, and its derivative is a sum over the natural orbitals. -/
theorem eventually_hasDerivAt {C : Matrix m m ℂ} (hC : C.IsHermitian) :
    ∀ᶠ x in 𝓝 (0 : ℝ), HasDerivAt (cumulantGen C)
      (∑ k, hC.eigenvalues k * Real.exp x /
        (1 + (Real.exp x - 1) * hC.eigenvalues k)) x := by
  -- every factor of the determinant is positive near zero
  have hpos : ∀ᶠ x in 𝓝 (0 : ℝ), ∀ k,
      0 < 1 + (Real.exp x - 1) * hC.eigenvalues k := by
    rw [eventually_all]
    intro k
    have hc : ContinuousAt
        (fun x : ℝ => 1 + (Real.exp x - 1) * hC.eigenvalues k) 0 := by fun_prop
    exact hc.eventually (lt_mem_nhds (by simp))
  filter_upwards [hpos.eventually_nhds] with x hx
  -- there the logarithm of the product is a sum of logarithms
  have heq : cumulantGen C =ᶠ[𝓝 x]
      fun y => ∑ k, Real.log (1 + (Real.exp y - 1) * hC.eigenvalues k) := by
    filter_upwards [hx] with y hy
    rw [cumulantGen, countingDet, det_eq_prod hC, Complex.ofReal_re, Real.log_prod]
    intro k _
    exact (hy k).ne'
  refine HasDerivAt.congr_of_eventuallyEq ?_ heq
  refine HasDerivAt.fun_sum fun k _ => ?_
  have h1 : HasDerivAt (fun y : ℝ => 1 + (Real.exp y - 1) * hC.eigenvalues k)
      (Real.exp x * hC.eigenvalues k) x :=
    (((Real.hasDerivAt_exp x).sub_const 1).mul_const _).const_add 1
  refine (h1.log (hx.self_of_nhds k).ne').congr_deriv ?_
  rw [mul_comm (Real.exp x)]

/-- First cumulant: for Hermitian `C`, the generating function has slope `tr C`
at zero. -/
theorem first_cumulant {C : Matrix m m ℂ} (hC : C.IsHermitian) :
    HasDerivAt (cumulantGen C) C.trace.re 0 := by
  convert (eventually_hasDerivAt hC).self_of_nhds using 1
  rw [hC.trace_eq_sum_eigenvalues]
  simp

/-- Second cumulant: for Hermitian `C`, the second derivative of the generating
function at zero is `tr C - tr C²`. -/
theorem second_cumulant {C : Matrix m m ℂ} (hC : C.IsHermitian) :
    HasDerivAt (deriv (cumulantGen C)) (C.trace.re - (C * C).trace.re) 0 := by
  refine HasDerivAt.congr_of_eventuallyEq ?_
    ((eventually_hasDerivAt hC).mono fun x hx => hx.deriv)
  have h : HasDerivAt (fun x : ℝ => ∑ k, hC.eigenvalues k * Real.exp x /
      (1 + (Real.exp x - 1) * hC.eigenvalues k))
      (∑ k, (hC.eigenvalues k - hC.eigenvalues k ^ 2)) 0 := by
    refine HasDerivAt.fun_sum fun k _ => ?_
    have h1 : HasDerivAt (fun y : ℝ => 1 + (Real.exp y - 1) * hC.eigenvalues k)
        (Real.exp 0 * hC.eigenvalues k) 0 :=
      (((Real.hasDerivAt_exp 0).sub_const 1).mul_const _).const_add 1
    have h2 := (Real.hasDerivAt_exp 0).const_mul (hC.eigenvalues k)
    refine (h2.fun_div h1 (by simp)).congr_deriv ?_
    simp only [Real.exp_zero]
    ring
  refine h.congr_deriv ?_
  rw [trace_sq hC, Complex.ofReal_re, hC.trace_eq_sum_eigenvalues,
    Finset.sum_sub_distrib]
  simp

/-- For a Hermitian idempotent density matrix `P`, the second derivative at zero of
`log det (1 + (exp x - 1) C)`, with `C` the block of `P` on `A`, is the sum of
`|P i j|²` over `i` in `A` and `j` outside `A`. -/
theorem charge_variance_eq_bond_order {P : Matrix n n ℂ} (hP : P.IsHermitian)
    (hPP : P * P = P) (A : Finset n) :
    HasDerivAt (deriv (cumulantGen (block P A)))
      (∑ i ∈ A, ∑ j ∈ Aᶜ, ‖P i j‖ ^ 2) 0 := by
  have hn : ∀ i j, P i j * P j i = ((‖P i j‖ ^ 2 : ℝ) : ℂ) := by
    intro i j
    rw [← hP.apply j i, Complex.star_def, Complex.mul_conj, Complex.normSq_eq_norm_sq]
  -- by idempotency, each population is the sum of `|P i j|²` over all `j`, including `j = i`
  have hdiag : ∀ i, (P i i).re = ∑ j, ‖P i j‖ ^ 2 := by
    intro i
    have h := congrFun (congrFun hPP i) i
    rw [Matrix.mul_apply] at h
    simp only [hn] at h
    rw [← h, ← Complex.ofReal_sum, Complex.ofReal_re]
  have h1 : (block P A).trace.re = ∑ i ∈ A, (P i i).re := by
    rw [← Finset.sum_coe_sort A (fun i => (P i i).re)]
    simp only [Matrix.trace, Matrix.diag_apply, block, submatrix_apply, Complex.re_sum]
  have h2 : (block P A * block P A).trace.re = ∑ i ∈ A, ∑ j ∈ A, ‖P i j‖ ^ 2 := by
    rw [← Finset.sum_coe_sort A (fun i => ∑ j ∈ A, ‖P i j‖ ^ 2)]
    simp only [Matrix.trace, Matrix.diag_apply, Matrix.mul_apply, block,
      submatrix_apply, hn, Complex.re_sum, Complex.ofReal_re]
    exact Finset.sum_congr rfl fun i _ =>
      Finset.sum_coe_sort A (fun j => ‖P i j‖ ^ 2)
  have hB : (block P A).IsHermitian := hP.submatrix _
  convert second_cumulant hB using 1
  -- the bonds inside `A` cancel
  rw [h1, h2, ← Finset.sum_sub_distrib]
  refine Finset.sum_congr rfl fun i _ => ?_
  rw [hdiag, ← Finset.sum_add_sum_compl A]
  ring

/-- For a Hermitian idempotent `P`, the second cumulant of the charge on `A` vanishes
exactly when `P` has no matrix element between `A` and its surroundings. -/
theorem no_fluctuation_iff {P : Matrix n n ℂ} (hP : P.IsHermitian)
    (hPP : P * P = P) (A : Finset n) :
    deriv (deriv (cumulantGen (block P A))) 0 = 0 ↔
      ∀ i ∈ A, ∀ j ∉ A, P i j = 0 := by
  rw [(charge_variance_eq_bond_order hP hPP A).deriv,
    Finset.sum_eq_zero_iff_of_nonneg]
  · refine forall₂_congr fun i _ => ?_
    rw [Finset.sum_eq_zero_iff_of_nonneg]
    · simp
    · intro j _
      positivity
  · intro i _
    positivity

/-- The density matrix of one electron shared equally by two orbitals. -/
def twoCentreBond : Matrix (Fin 2) (Fin 2) ℂ := !![1/2, 1/2; 1/2, 1/2]

/-- The two-centre bond is Hermitian and idempotent, and the second cumulant of the
charge on its first orbital is `1/4`. -/
theorem twoCentreBond_witness :
    twoCentreBond.IsHermitian ∧ twoCentreBond * twoCentreBond = twoCentreBond ∧
      HasDerivAt (deriv (cumulantGen (block twoCentreBond {0}))) (1 / 4) 0 := by
  have hP : twoCentreBond.IsHermitian := Matrix.IsHermitian.ext fun i j => by
    fin_cases i <;> fin_cases j <;> simp [twoCentreBond]
  have hPP : twoCentreBond * twoCentreBond = twoCentreBond := by
    ext i j
    fin_cases i <;> fin_cases j <;>
      norm_num [twoCentreBond, Matrix.mul_apply, Fin.sum_univ_succ]
  refine ⟨hP, hPP, ?_⟩
  have hc : ({0} : Finset (Fin 2))ᶜ = {1} := by decide
  convert charge_variance_eq_bond_order hP hPP {0} using 1
  rw [hc, Finset.sum_singleton, Finset.sum_singleton]
  norm_num [twoCentreBond]

end ChargeCountingStatistics
```

```lean
#print axioms ChargeCountingStatistics.first_cumulant
-- 'ChargeCountingStatistics.first_cumulant' depends on axioms: [propext, Classical.choice, Quot.sound]
#print axioms ChargeCountingStatistics.charge_variance_eq_bond_order
-- 'ChargeCountingStatistics.charge_variance_eq_bond_order' depends on axioms: [propext, Classical.choice, Quot.sound]
#print axioms ChargeCountingStatistics.no_fluctuation_iff
-- 'ChargeCountingStatistics.no_fluctuation_iff' depends on axioms: [propext, Classical.choice, Quot.sound]
```

## From natural orbitals back to bonds

`natural_orbitals` takes the diagonalisation from Mathlib's spectral theorem. `det_eq_prod` writes 1 + tC as U times a diagonal matrix times U†, and the two unitary determinants cancel, leaving the product of real factors. `trace_sq` uses the same diagonalisation to obtain tr C² = ∑_k λ_k².

A second derivative needs the first derivative on a whole neighbourhood of zero, and `eventually_hasDerivAt` supplies it. Continuity keeps each factor positive near zero, and finiteness gives one neighbourhood for all of them. There `Real.log_prod` splits the logarithm, and the chain rule gives the formula for F′(x).

`first_cumulant` evaluates that formula at zero. `second_cumulant` replaces `deriv (cumulantGen C)` by the explicit sum near zero, applies the quotient rule term by term, and converts the result to traces. Both hold for any Hermitian C, whether or not it is a block of a projector.

Idempotency first enters in the main theorem. There `hn` is P_ij P_ji = |P_ij|², `hdiag` expands each population over all orbitals, and `h1` and `h2` write the two traces as sums over A. `Finset.sum_add_sum_compl` splits the expansion into parts inside and outside A, and `ring` cancels the inside part.

`no_fluctuation_iff` follows because a sum of non-negative terms vanishes only if each term does: the second cumulant is zero exactly when P has no matrix element between A and its surroundings. `twoCentreBond_witness` checks that your two-orbital density matrix satisfies both hypotheses and gives 1/4 for its first orbital.

In electronic structure, this lets you read a fragment's charge fluctuation directly from a Hartree–Fock density matrix written in orthonormal spin orbitals, within the single-determinant approximation. To use this formula, a matrix given in overlapping atomic orbitals must first be transformed to an orthonormal set, and the result can depend on the set chosen. For a correlated state P is not idempotent, and the number variance of a fragment with more than one spin orbital generally needs two-particle information as well.
